# A normalised two-fermion pure state is a single Slater determinant exactly when its one-particle density matrix is idempotent

## Question

Let $C$ be a real antisymmetric $M\times M$ matrix whose squared entries sum to 1. I read $C_{ij}$ as the amplitude for particle 1 in spin orbital $i$ and particle 2 in spin orbital $j$, with the $M$ spin orbitals orthonormal. The one-particle density matrix is then $\gamma = 2CC^T$, with trace 2.

I use $\gamma^2=\gamma$ as the sign of a single determinant. For two particles this should mean that $\gamma$ is idempotent if and only if $C=(ab^T-ba^T)/\sqrt2$ for some orthonormal vectors $a,b$. Can someone give me a complete derivation, together with a proof that a machine has checked?

## Answer

### Amplitudes, overlaps and orbitals

The claim is true, and it also holds for complex amplitudes, with $\gamma=2CC^\dagger$. I treat both cases together. A bar denotes complex conjugation, which does nothing in the real case.

- The scalars `𝕜` are real or complex, and the orbital labels form a finite type `n`.
- `overlap A B` is $\langle A|B\rangle=\sum_{ij}\overline{A_{ij}}B_{ij}$.
- `densityMatrix C` is $\gamma=2CC^\dagger$. The factor 2 counts the particles.
- `vecMulVec a b` is $ab^T$, without conjugation, and `slater a b` is $(ab^T-ba^T)/\sqrt2$.
- The product `⬝ᵥ` does not conjugate either, so $a^\dagger b$ is written `star a ⬝ᵥ b`. `OrthonormalPair a b` says $a^\dagger a=b^\dagger b=1$ and $a^\dagger b=0$.

### From a determinant to a projector

For $C=(ab^T-ba^T)/\sqrt2$ the adjoint is $C^\dagger=(\bar b a^\dagger-\bar a b^\dagger)/\sqrt2$, so

$$\gamma=a(b^T\bar b)a^\dagger-a(b^T\bar a)b^\dagger-b(a^T\bar b)a^\dagger+b(a^T\bar a)b^\dagger=aa^\dagger+bb^\dagger .$$

Squaring this and using orthonormality again gives $\gamma^2=\gamma$.

### From a projector to a determinant

**An occupied orbital.** The trace of $\gamma$ is $2\sum_{ij}|C_{ij}|^2=2$, so $\gamma$ has a nonzero entry $\gamma_{ij}$. Let $v$ be column $j$ of $\gamma$. Column $j$ of the equation $\gamma^2=\gamma$ reads $\gamma v=v$. With $a=v/\|v\|$ we have $a^\dagger a=1$ and $\gamma a=a$.

**Its partner.** Put $b=-\sqrt2\,C\bar a$. Antisymmetry gives $x^TCy=-y^TCx$ for all $x,y$, and hence $x^TCx=0$. Therefore

$$a^\dagger b=-\sqrt2\,\bar a^TC\bar a=0 .$$

Since $\bar C=-C^\dagger$, conjugating the definition of $b$ gives $\bar b=\sqrt2\,C^\dagger a$, and so

$$C\bar b=\sqrt2\,CC^\dagger a=\tfrac{1}{\sqrt2}\gamma a=\tfrac{1}{\sqrt2}a .$$

The norm of $b$ follows:

$$b^\dagger b=-\sqrt2\,\bar b^TC\bar a=\sqrt2\,\bar a^TC\bar b=a^\dagger a=1 .$$

**Comparison with the determinant.** Let $D=(ab^T-ba^T)/\sqrt2$. Then

$$\langle D|C\rangle=\tfrac{1}{\sqrt2}\left(a^\dagger C\bar b-b^\dagger C\bar a\right)=\sqrt2\,a^\dagger C\bar b=1 .$$

The density matrix of $D$ is $aa^\dagger+bb^\dagger$, with trace 2, so $\langle D|D\rangle=1$. Finally,

$$\langle D-C|D-C\rangle=1-1-1+1=0 ,$$

and a sum of squared moduli vanishes only if every term does. Hence $C=D$.

### The Lean file

```lean
import Mathlib

open Matrix

namespace TwoFermionDeterminant

noncomputable section

variable {𝕜 n : Type*} [RCLike 𝕜] [Fintype n]

/-- The number `1/√2`, as a real or complex scalar. -/
def invSqrtTwo (𝕜 : Type*) [RCLike 𝕜] : 𝕜 := (((√2)⁻¹ : ℝ) : 𝕜)

/-- The overlap `⟨A|B⟩` of two pair functions given by their amplitude matrices. -/
def overlap (A B : Matrix n n 𝕜) : 𝕜 := ∑ i, ∑ j, star (A i j) * B i j

/-- The one-particle density matrix `γ = 2 C Cᴴ` of a pair function `C`. -/
def densityMatrix (C : Matrix n n 𝕜) : Matrix n n 𝕜 := (2 : 𝕜) • (C * Cᴴ)

/-- The amplitude matrix `(a bᵀ - b aᵀ)/√2` of the Slater determinant of `a` and `b`. -/
def slater (a b : n → 𝕜) : Matrix n n 𝕜 :=
  invSqrtTwo 𝕜 • (vecMulVec a b - vecMulVec b a)

/-- The orbitals `a` and `b` are normalised and orthogonal. -/
def OrthonormalPair (a b : n → 𝕜) : Prop :=
  star a ⬝ᵥ a = 1 ∧ star b ⬝ᵥ b = 1 ∧ star a ⬝ᵥ b = 0

/-- The scalar `1/√2` is its own conjugate, and twice its square is one. -/
theorem invSqrtTwo_spec : star (invSqrtTwo 𝕜) = invSqrtTwo 𝕜 ∧
    2 * invSqrtTwo 𝕜 * invSqrtTwo 𝕜 = 1 := by
  refine ⟨RCLike.conj_ofReal _, ?_⟩
  have h : (2 : ℝ) * (√2)⁻¹ * (√2)⁻¹ = 1 := by
    rw [mul_assoc, ← mul_inv, Real.mul_self_sqrt (by norm_num)]
    norm_num
  have h' := congrArg (fun t : ℝ => (t : 𝕜)) h
  simpa only [invSqrtTwo, RCLike.ofReal_mul, RCLike.ofReal_ofNat, RCLike.ofReal_one] using h'

/-- The bilinear form of an antisymmetric matrix changes sign when its arguments are swapped. -/
theorem skew_form {C : Matrix n n 𝕜} (hC : Cᵀ = -C) (x y : n → 𝕜) :
    x ⬝ᵥ C *ᵥ y = -(y ⬝ᵥ C *ᵥ x) := by
  rw [Matrix.dotProduct_mulVec, ← Matrix.mulVec_transpose, hC, Matrix.neg_mulVec,
    neg_dotProduct, dotProduct_comm]

/-- Two normalised pair functions whose overlap is one are equal. -/
theorem eq_of_overlap_eq_one {A B : Matrix n n 𝕜} (hA : overlap A A = 1)
    (hB : overlap B B = 1) (hAB : overlap A B = 1) : A = B := by
  have hBA : overlap B A = 1 := by
    have h : overlap B A = star (overlap A B) := by
      simp only [overlap, star_sum, star_mul', star_star]
      exact Finset.sum_congr rfl fun i _ => Finset.sum_congr rfl fun j _ => mul_comm _ _
    rw [h, hAB, star_one]
  -- the squared norm of the difference vanishes
  have hD : overlap (A - B) (A - B) = 0 := by
    have h : overlap (A - B) (A - B)
        = overlap A A - overlap A B - overlap B A + overlap B B := by
      simp only [overlap, ← Finset.sum_sub_distrib, ← Finset.sum_add_distrib]
      refine Finset.sum_congr rfl fun i _ => Finset.sum_congr rfl fun j _ => ?_
      rw [Matrix.sub_apply, star_sub]
      ring
    rw [h, hA, hB, hAB, hBA]
    ring
  have hR : ∑ i, ∑ j, ‖(A - B) i j‖ ^ 2 = 0 := by
    have h : ((∑ i, ∑ j, ‖(A - B) i j‖ ^ 2 : ℝ) : 𝕜) = 0 := by
      rw [← hD]
      simp only [overlap, RCLike.star_def, RCLike.conj_mul, RCLike.ofReal_sum,
        RCLike.ofReal_pow]
    exact RCLike.ofReal_eq_zero.mp h
  ext i j
  have h1 := (Finset.sum_eq_zero_iff_of_nonneg
    (fun i _ => Finset.sum_nonneg fun j _ => sq_nonneg _)).mp hR i (Finset.mem_univ i)
  have h2 := (Finset.sum_eq_zero_iff_of_nonneg
    (fun j _ => sq_nonneg _)).mp h1 j (Finset.mem_univ j)
  exact sub_eq_zero.mp (norm_eq_zero.mp (pow_eq_zero_iff two_ne_zero |>.mp h2))

/-- The trace of the density matrix is twice the squared norm of the pair function. -/
theorem trace_densityMatrix (C : Matrix n n 𝕜) :
    (densityMatrix C).trace = 2 * overlap C C := by
  rw [densityMatrix, Matrix.trace_smul, smul_eq_mul]
  congr 1
  exact Finset.sum_congr rfl fun i _ => Finset.sum_congr rfl fun j _ => mul_comm _ _

/-- The density matrix of a Slater determinant of orthonormal orbitals is `a a† + b b†`. -/
theorem densityMatrix_slater {a b : n → 𝕜} (h : OrthonormalPair a b) :
    densityMatrix (slater a b) = vecMulVec a (star a) + vecMulVec b (star b) := by
  obtain ⟨ha, hb, hab⟩ := h
  have hab' : a ⬝ᵥ star b = 0 := by
    have h : a ⬝ᵥ star b = star (star a ⬝ᵥ b) := by
      simp only [dotProduct, star_sum, star_mul', Pi.star_apply, star_star]
    rw [h, hab, star_zero]
  rw [dotProduct_comm] at ha hb hab
  have hS : (slater a b)ᴴ = invSqrtTwo 𝕜 •
      (vecMulVec (star b) (star a) - vecMulVec (star a) (star b)) := by
    ext i j
    simp only [slater, conjTranspose_apply, Matrix.smul_apply, Matrix.sub_apply,
      vecMulVec_apply, smul_eq_mul, star_mul', star_sub, Pi.star_apply, invSqrtTwo_spec.1]
    ring
  rw [densityMatrix, hS, slater, Matrix.smul_mul, Matrix.mul_smul, smul_smul, smul_smul,
    invSqrtTwo_spec.2, one_smul, Matrix.sub_mul, Matrix.mul_sub, Matrix.mul_sub]
  simp only [vecMulVec_mul_vecMulVec, ha, hb, hab, hab', one_smul, zero_smul, vecMulVec_zero]
  abel

/-- The overlap of a determinant with an antisymmetric pair function `C` is `√2 a† C b̄`,
with `√2` written as `2/√2`. -/
theorem overlap_slater {C : Matrix n n 𝕜} (hC : Cᵀ = -C) (a b : n → 𝕜) :
    overlap (slater a b) C = 2 * invSqrtTwo 𝕜 * (star a ⬝ᵥ C *ᵥ star b) := by
  have h : overlap (slater a b) C = invSqrtTwo 𝕜 *
      (star a ⬝ᵥ C *ᵥ star b - star b ⬝ᵥ C *ᵥ star a) := by
    simp only [overlap, dotProduct, mulVec, Finset.mul_sum, ← Finset.sum_sub_distrib]
    refine Finset.sum_congr rfl fun i _ => Finset.sum_congr rfl fun j _ => ?_
    simp only [slater, Matrix.smul_apply, Matrix.sub_apply, vecMulVec_apply, smul_eq_mul,
      star_mul', star_sub, Pi.star_apply, invSqrtTwo_spec.1]
    ring
  rw [h, skew_form hC (star b) (star a)]
  ring

/-- If a normalised antisymmetric pair function has one normalised orbital `a` with
occupation one, `γ a = a`, then it is a Slater determinant of `a` and a second orbital. -/
theorem slater_of_occupied {C : Matrix n n 𝕜} (hC : Cᵀ = -C) (hn : overlap C C = 1)
    {a : n → 𝕜} (ha : star a ⬝ᵥ a = 1) (hocc : densityMatrix C *ᵥ a = a) :
    ∃ b, OrthonormalPair a b ∧ C = slater a b := by
  obtain ⟨hr, hrr⟩ := invSqrtTwo_spec (𝕜 := 𝕜)
  -- the partner orbital is `b = -√2 C ā`
  obtain ⟨b, hb⟩ : ∃ b, b = (-(2 * invSqrtTwo 𝕜)) • (C *ᵥ star a) := ⟨_, rfl⟩
  have hCH : Cᴴᵀ = -Cᴴ := by
    ext i j
    have h : C i j = -C j i := congrFun (congrFun hC j) i
    change star (C i j) = -star (C j i)
    rw [h, star_neg]
  have hsb : star b = (2 * invSqrtTwo 𝕜) • (Cᴴ *ᵥ a) := by
    rw [hb, star_smul, Matrix.star_mulVec, star_star, ← Matrix.mulVec_transpose, hCH,
      Matrix.neg_mulVec, star_neg, star_mul', hr, star_ofNat, smul_neg, neg_smul, neg_neg]
  have hCb : C *ᵥ star b = invSqrtTwo 𝕜 • a := by
    rw [densityMatrix, Matrix.smul_mulVec] at hocc
    rw [hsb, Matrix.mulVec_smul, Matrix.mulVec_mulVec, mul_comm, mul_smul, hocc]
  have hdot : ∀ x, x ⬝ᵥ b = -(2 * invSqrtTwo 𝕜) * (x ⬝ᵥ C *ᵥ star a) := fun x => by
    rw [hb, dotProduct_smul, smul_eq_mul]
  have hbb : star b ⬝ᵥ b = 1 := by
    rw [hdot, skew_form hC, hCb, dotProduct_smul, ha, smul_eq_mul]
    linear_combination hrr
  have hab : star a ⬝ᵥ b = 0 := by
    rw [hdot]
    linear_combination (-invSqrtTwo 𝕜) * skew_form hC (star a) (star a)
  have ho : OrthonormalPair a b := ⟨ha, hbb, hab⟩
  refine ⟨b, ho, (eq_of_overlap_eq_one ?_ hn ?_).symm⟩
  · -- the determinant is normalised, since its density matrix has trace two
    have h := trace_densityMatrix (slater a b)
    rw [densityMatrix_slater ho, Matrix.trace_add, Matrix.trace_vecMulVec,
      Matrix.trace_vecMulVec, dotProduct_comm a, dotProduct_comm b, ha, hbb] at h
    linear_combination (-1 / 2 : 𝕜) * h
  · rw [overlap_slater hC, hCb, dotProduct_smul, ha, smul_eq_mul, mul_one, hrr]

/-- The density matrix of a normalised antisymmetric pair function is idempotent if and only
if the pair function is a Slater determinant of two orthonormal orbitals. -/
theorem idempotent_iff_slater {C : Matrix n n 𝕜} (hC : Cᵀ = -C) (hn : overlap C C = 1) :
    densityMatrix C * densityMatrix C = densityMatrix C ↔
      ∃ a b, OrthonormalPair a b ∧ C = slater a b := by
  constructor
  · intro hid
    have hne : densityMatrix C ≠ 0 := fun h0 => by
      have h := trace_densityMatrix C
      rw [h0, hn, Matrix.trace_zero, mul_one] at h
      exact two_ne_zero h.symm
    obtain ⟨i, j, hij⟩ : ∃ i j, densityMatrix C i j ≠ 0 := by
      by_contra h
      apply hne
      ext i j
      by_contra h'
      exact h ⟨i, j, h'⟩
    -- a nonzero column of the projector is a fully occupied orbital
    obtain ⟨v, hvi, hv⟩ : ∃ v : n → 𝕜, v i ≠ 0 ∧ densityMatrix C *ᵥ v = v :=
      ⟨fun k => densityMatrix C k j, hij, funext fun k => congrFun (congrFun hid k) j⟩
    obtain ⟨N, hN⟩ : ∃ N : ℝ, N = ∑ k, ‖v k‖ ^ 2 := ⟨_, rfl⟩
    have hpos : 0 < N := by
      rw [hN]
      exact Finset.sum_pos' (fun k _ => sq_nonneg _)
        ⟨i, Finset.mem_univ i, pow_pos (norm_pos_iff.mpr hvi) 2⟩
    have hvv : star v ⬝ᵥ v = (N : 𝕜) := by
      simp only [hN, dotProduct, Pi.star_apply, RCLike.star_def, RCLike.conj_mul,
        RCLike.ofReal_sum, RCLike.ofReal_pow]
    have hc : (√N)⁻¹ * ((√N)⁻¹ * N) = 1 := by
      rw [← mul_assoc, ← mul_inv, Real.mul_self_sqrt hpos.le, inv_mul_cancel₀ hpos.ne']
    refine ⟨(((√N)⁻¹ : ℝ) : 𝕜) • v, slater_of_occupied hC hn ?_ ?_⟩
    · rw [star_smul, smul_dotProduct, dotProduct_smul, hvv, smul_eq_mul, smul_eq_mul,
        RCLike.star_def, RCLike.conj_ofReal, ← RCLike.ofReal_mul, ← RCLike.ofReal_mul, hc,
        RCLike.ofReal_one]
    · rw [Matrix.mulVec_smul, hv]
  · rintro ⟨a, b, ho, rfl⟩
    rw [densityMatrix_slater ho]
    obtain ⟨ha, hb, hab⟩ := ho
    have hba : star b ⬝ᵥ a = 0 := by
      have h : star b ⬝ᵥ a = star (star a ⬝ᵥ b) := by
        simp only [dotProduct, star_sum, star_mul', Pi.star_apply, star_star, mul_comm]
      rw [h, hab, star_zero]
    simp only [Matrix.add_mul, Matrix.mul_add, vecMulVec_mul_vecMulVec, ha, hb, hab, hba,
      one_smul, zero_smul, vecMulVec_zero, add_zero, zero_add]

/-- For a real antisymmetric `C` whose squared entries sum to one, `2 C Cᵀ` is idempotent if
and only if `C = (a bᵀ - b aᵀ)/√2` for some orthonormal real vectors `a` and `b`. -/
theorem real_idempotent_iff {C : Matrix n n ℝ} (hC : Cᵀ = -C)
    (hn : ∑ i, ∑ j, C i j ^ 2 = 1) :
    ((2 : ℝ) • (C * Cᵀ)) * ((2 : ℝ) • (C * Cᵀ)) = (2 : ℝ) • (C * Cᵀ) ↔
      ∃ a b : n → ℝ, a ⬝ᵥ a = 1 ∧ b ⬝ᵥ b = 1 ∧ a ⬝ᵥ b = 0 ∧
        C = (√2)⁻¹ • (vecMulVec a b - vecMulVec b a) := by
  have h := idempotent_iff_slater hC (by simpa only [overlap, star_trivial, ← sq] using hn)
  simp only [densityMatrix, OrthonormalPair, slater, invSqrtTwo, star_trivial,
    conjTranspose_eq_transpose_of_trivial, RCLike.ofReal_real_eq_id, id_eq, and_assoc] at h
  exact h

end

end TwoFermionDeterminant
```

```lean
#print axioms TwoFermionDeterminant.idempotent_iff_slater
-- 'TwoFermionDeterminant.idempotent_iff_slater' depends on axioms: [propext, Classical.choice, Quot.sound]
#print axioms TwoFermionDeterminant.real_idempotent_iff
-- 'TwoFermionDeterminant.real_idempotent_iff' depends on axioms: [propext, Classical.choice, Quot.sound]
```

### What the theorems say

`real_idempotent_iff` is the statement you asked for. Its hypothesis `hC : Cᵀ = -C` is the exchange antisymmetry of fermions, and `hn` is normalisation: the squared entries sum to one. Its conclusion is the equivalence between $\gamma^2=\gamma$, with $\gamma=2CC^T$ written out, and the existence of real orthonormal $a,b$ with $C=(ab^T-ba^T)/\sqrt2$.

`idempotent_iff_slater` is the same equivalence over `𝕜`, with normalisation written as `overlap C C = 1`.

`slater_of_occupied` starts from a condition that looks weaker than idempotency, although for normalised antisymmetric $C$ the two turn out to be equivalent. If a single normalised orbital $a$ satisfies $\gamma a=a$, then $C$ is already the determinant of $a$ and some second orbital. In a two-fermion pure state, one fully occupied orbital therefore forces the other particle into a single orbital too.

The theorems concern two particles in a pure state, with a finite orthonormal set of spin orbitals. Mixed states and larger particle numbers are not treated. The orbitals $a,b$ are shown to exist, with no claim that they are unique. For fewer than two orbitals no matrix satisfies both hypotheses, and the statements are vacuous.

In an orthonormal spin-orbital basis, the one-particle density matrix of a Hartree–Fock determinant is idempotent. For a two-electron pure state in a finite basis of this kind, the theorem says that any departure from idempotency means the state is not a single determinant.

### How the lemmas carry the argument

`invSqrtTwo_spec` records that $1/\sqrt2$ is real and that twice its square is 1. The file writes $\sqrt2$ as `2 * invSqrtTwo 𝕜`, so this one identity handles all the factors.

`skew_form` is the rule $x^TCy=-y^TCx$. `trace_densityMatrix` is $\operatorname{Tr}\gamma=2\langle C|C\rangle$, and `densityMatrix_slater` is the four-term expansion above, in which `simp` removes the two cross terms by orthogonality. `overlap_slater` is $\langle D|C\rangle=\sqrt2\,a^\dagger C\bar b$.

`eq_of_overlap_eq_one` is the last step of the derivation. It expands the squared norm of the difference, obtains zero, and applies `Finset.sum_eq_zero_iff_of_nonneg` twice, once for each index, to make every entry vanish.

`slater_of_occupied` builds the partner orbital. Its steps `hsb`, `hCb`, `hbb` and `hab` are, in order, the formula for $\bar b$, the equation $C\bar b=a/\sqrt2$, the norm of $b$, and the orthogonality $a^\dagger b=0$. The last of these comes from `skew_form` with both arguments equal to $\bar a$. The proof then supplies the two norms and the overlap to `eq_of_overlap_eq_one`.

In `idempotent_iff_slater`, the forward direction finds the nonzero entry from the trace, takes its column as `v`, and reads `hid`, the equation $\gamma^2=\gamma$, entry by entry to get $\gamma v=v$. The real number `N` is $\|v\|^2$, and scaling by $1/\sqrt N$ gives the normalised orbital that `slater_of_occupied` needs. The reverse direction squares $aa^\dagger+bb^\dagger$. `real_idempotent_iff` then specialises to real scalars, where `simp` removes the conjugations.

### What fails without antisymmetry or normalisation

Two small matrices, worked out here by hand, show what each hypothesis does.

**Without antisymmetry,** take two orbitals and

$$C=\frac{1}{\sqrt2}\begin{pmatrix}1&0\\0&1\end{pmatrix}.$$

The squared entries sum to 1 and $2CC^T$ is the identity, which is idempotent. But $C$ is symmetric and nonzero, whereas every determinant has an antisymmetric amplitude matrix.

**Without normalisation,** take four orbitals with $C_{12}=C_{34}=1/\sqrt2$, $C_{21}=C_{43}=-1/\sqrt2$, and all other entries zero. This matrix is antisymmetric and $2CC^T$ is again the identity, but the squared entries sum to 2. It is not even a multiple of a determinant, because $C$ has rank 4 and $ab^T-ba^T$ has rank at most 2.
